# Braiding of two Majorana operators: unitarity, exchange rules and $B^4=-1$

## Physical setting

A formal statement about Majorana operators has to decide what kind of object $\gamma$ is: an operator on a particular Fock space, or an element of an algebra known only through its relations. Here the second choice is made. The operators live in an arbitrary complex algebra with an adjoint operation $*$, and a Majorana operator is an element with $\gamma^*=\gamma$ and $\gamma^2=1$. With $\{\gamma_1,\gamma_2\}=0$ this is the normalisation $\{\gamma_i,\gamma_j\}=2\delta_{ij}$. The braid operator is then defined by a formula,
$$B=B_{12}=\frac{1+\gamma_1\gamma_2}{\sqrt2}.$$
The physical statement called Majorana braiding also says that adiabatic exchange of two zero modes acts on the degenerate ground space, up to a phase, as $B$ or as $B^*$, depending on the sense of the exchange. That dynamical part is not treated here.

A fermion mode $c$ supplies such a pair, $\gamma_1=c+c^\dagger$ and $\gamma_2=-i(c-c^\dagger)$, and for a single mode the Jordan-Wigner encoding sends these to the Pauli matrices $X$ and $Y$. In that one-qubit case the exchange rules below say that conjugation by the gate $B$ sends $X$ to $-Y$ and $Y$ to $X$.

## Statement

Let $\gamma_1,\gamma_2$ be Majorana operators with $\{\gamma_1,\gamma_2\}=0$. Then
$$B^*B=BB^*=1,\qquad B\gamma_1B^*=-\gamma_2,\qquad B\gamma_2B^*=\gamma_1,\qquad B^2=\gamma_1\gamma_2,\qquad B^4=-1.$$
Let $\gamma_3$ anticommute with $\gamma_1$ and $\gamma_2$, and put $B_{23}=(1+\gamma_2\gamma_3)/\sqrt2$. Then $B\gamma_3B^*=\gamma_3$. If all three operators square to $1$, then $B_{12}B_{23}B_{12}=B_{23}B_{12}B_{23}$, and $B_{12}B_{23}\ne B_{23}B_{12}$ provided $1\neq0$ in the algebra. The commutator is $B_{12}B_{23}-B_{23}B_{12}=\gamma_1\gamma_3$. Finally, $X,Y,Z$ are three mutually anticommuting Majorana operators, and $B(X,Y)=\operatorname{diag}(1+i,\,1-i)/\sqrt2$.

## Derivation

Write $u=\gamma_1\gamma_2$. One anticommutation gives
$$u^2=\gamma_1(\gamma_2\gamma_1)\gamma_2=-\gamma_1^2\gamma_2^2=-1 .$$
Hence $B^2=\tfrac12(1+2u+u^2)=u$ and $B^4=u^2=-1$.

The adjoint reverses products, so $u^*=\gamma_2\gamma_1=-u$, and since $1/\sqrt2$ is real, $B^*=(1-u)/\sqrt2$. Both $B^*B$ and $BB^*$ equal $\tfrac12(1-u^2)=1$.

For the exchange rules one needs the products
$$\gamma_1u=\gamma_2,\qquad u\gamma_1=-\gamma_2,\qquad u\gamma_2=\gamma_1,\qquad \gamma_2u=-\gamma_1,$$
from which $u\gamma_1u=-\gamma_2u=\gamma_1$ and $u\gamma_2u=\gamma_1u=\gamma_2$. Expanding,
$$(1+u)\gamma_1(1-u)=\gamma_1-\gamma_1u+u\gamma_1-u\gamma_1u=-2\gamma_2,$$
$$(1+u)\gamma_2(1-u)=\gamma_2-\gamma_2u+u\gamma_2-u\gamma_2u=2\gamma_1,$$
and the prefactor $\tfrac12$ gives the two rules.

Moving $\gamma_3$ through $u$ costs two signs, so $u\gamma_3=\gamma_3u$, then $B\gamma_3=\gamma_3B$, and $B\gamma_3B^*=\gamma_3BB^*=\gamma_3$.

Now put $v=\gamma_2\gamma_3$, so that $v^2=-1$ as well. The two bilinears anticommute:
$$vu=\gamma_2(\gamma_3\gamma_1)\gamma_2=-(\gamma_2\gamma_1)(\gamma_3\gamma_2)=-uv .$$
It follows that $uvu=-u^2v=v$, and
$$(1+u)(1+v)(1+u)=1+2u+v+u^2+(uv+vu)+uvu=2u+2v .$$
The same computation with $u$ and $v$ interchanged gives $2v+2u$, which proves the braid relation, both sides carrying the factor $(1/\sqrt2)^3$. In the commutator the constant and linear terms cancel:
$$B_{12}B_{23}-B_{23}B_{12}=\tfrac12(uv-vu)=uv=\gamma_1\gamma_2^2\gamma_3=\gamma_1\gamma_3 .$$
Because $(\gamma_1\gamma_3)^2=-1$, this vanishes only if $0=-1$.

For the Pauli matrices $XY=iZ$, so $1+XY=\operatorname{diag}(1+i,1-i)$.

## What the formal version assumes

The type `A` with `[Ring A]` and `[Algebra ℂ A]` is an associative unital complex algebra, not assumed commutative or finite-dimensional. `[StarRing A]` provides the adjoint `star`, an additive involution that reverses products, and `[StarModule ℂ A]` makes it conjugate-linear. No Hilbert space, norm, positivity or parity grading is assumed. `IsMajorana γ` bundles `star γ = γ` and `γ * γ = 1`, the hypothesis `anticomm γ₁ γ₂ = 0` is the anticommutation relation, and `braid γ₁ γ₂` is $B$. Membership in `unitary A` means both $B^*B=1$ and $BB^*=1$.

The definition fixes two conventions. The order of the arguments sets the orientation: $B(\gamma_2,\gamma_1)=(1-u)/\sqrt2=B^*$, which moves the minus sign to the other rule. The overall phase is also a choice: $e^{i\varphi}B$ obeys the same conjugation rules, but its fourth power is $-e^{4i\varphi}$, so $B^4=-1$ is a property of this representative.

Each theorem carries its own hypotheses. `braid_sq`, `braid_relation` and `braid_not_commute` use no adjoint, only involutions that anticommute. `braid_commutator` needs, besides the three anticommutators, only $\gamma_2^2=1$. In `braid_conj_spectator` the operator $\gamma_3$ need be neither self-adjoint nor an involution.

Without anticommutation, $\gamma_1=\gamma_2=1$ in $\mathbb C$ gives $B=\sqrt2$, which is not unitary and has $B^4=4$. Without self-adjointness, $\gamma_1=\begin{pmatrix}0&2\\ 1/2&0\end{pmatrix}$ and $\gamma_2=Z$ are anticommuting involutions for which the first column of $B$ has squared length $5/8$, so unitarity fails. Without `[Nontrivial A]`, the zero algebra satisfies every relation and all its elements commute.

The file leaves several neighbouring facts unproved, among them the fermionic origin of the $\gamma_i$, the remarks on conventions and the counter-examples above, the exponential form $B=\exp(\tfrac{\pi}{4}\gamma_1\gamma_2)$, and the commutation of $B_{12}$ with $B_{34}$ for disjoint pairs, which a braid group representation on four or more strands also requires. The Pauli example is a single $2\times2$ model in which the third operator is not independent, since $Z=-iXY$. In the one-mode encoding above, $Z$ is the fermion parity $1-2c^\dagger c$, an even operator: it meets the algebraic definition used here but is not a third Majorana mode.

## The file

In Lean 4 with Mathlib:

```lean
import Mathlib

open Complex

namespace MajoranaBraiding

noncomputable section

variable {A : Type*} [Ring A]

/-- The anticommutator `{a, b} = a b + b a`. -/
def anticomm (a b : A) : A := a * b + b * a

/-- A Majorana operator: self-adjoint and squaring to the identity. -/
structure IsMajorana [StarRing A] (γ : A) : Prop where
  selfAdj : star γ = γ
  sq_one : γ * γ = 1

/-- The normalisation `1/√2` as a complex number. -/
def invSqrtTwo : ℂ := (((Real.sqrt 2)⁻¹ : ℝ) : ℂ)

/-- The normalisation squares to one half. -/
theorem invSqrtTwo_mul_self : invSqrtTwo * invSqrtTwo = 1 / 2 := by
  unfold invSqrtTwo
  rw [← Complex.ofReal_mul, ← mul_inv, Real.mul_self_sqrt (by norm_num : (0 : ℝ) ≤ 2)]
  norm_num

/-- The product of two anticommuting involutions squares to `-1`. -/
theorem bilinear_sq {γ₁ γ₂ : A} (h₁ : γ₁ * γ₁ = 1) (h₂ : γ₂ * γ₂ = 1)
    (h₁₂ : anticomm γ₁ γ₂ = 0) : γ₁ * γ₂ * (γ₁ * γ₂) = -1 := by
  have s₂₁ : γ₂ * γ₁ = -(γ₁ * γ₂) := eq_neg_of_add_eq_zero_right h₁₂
  calc γ₁ * γ₂ * (γ₁ * γ₂) = γ₁ * (γ₂ * γ₁) * γ₂ := by simp only [mul_assoc]
    _ = -(γ₁ * γ₁ * (γ₂ * γ₂)) := by
        rw [s₂₁]
        simp only [mul_neg, neg_mul, mul_assoc]
    _ = -1 := by rw [h₁, h₂, mul_one]

variable [Algebra ℂ A]

/-- The braid operator `B = (1 + γ₁ γ₂)/√2`. -/
def braid (γ₁ γ₂ : A) : A := invSqrtTwo • (1 + γ₁ * γ₂)

/-- For anticommuting involutions the braid operator squares to `γ₁ γ₂`. -/
theorem braid_sq {γ₁ γ₂ : A} (h₁ : γ₁ * γ₁ = 1) (h₂ : γ₂ * γ₂ = 1)
    (h₁₂ : anticomm γ₁ γ₂ = 0) : braid γ₁ γ₂ ^ 2 = γ₁ * γ₂ := by
  have hu := bilinear_sq h₁ h₂ h₁₂
  -- (1 + u)² = 1 + 2u + u² = 2u
  have key : (1 + γ₁ * γ₂) * (1 + γ₁ * γ₂) = (2 : ℂ) • (γ₁ * γ₂) := by
    simp only [add_mul, mul_add, one_mul, mul_one, hu, two_smul]
    abel
  rw [sq]
  simp only [braid, smul_mul_assoc, mul_smul_comm, smul_smul, invSqrtTwo_mul_self]
  rw [key, smul_smul]
  norm_num

section Star

variable [StarRing A] [StarModule ℂ A]

/-- For anticommuting self-adjoint operators the adjoint of the braid operator is
`(1 - γ₁ γ₂)/√2`. -/
theorem star_braid {γ₁ γ₂ : A} (h₁ : star γ₁ = γ₁) (h₂ : star γ₂ = γ₂)
    (h₁₂ : anticomm γ₁ γ₂ = 0) :
    star (braid γ₁ γ₂) = invSqrtTwo • (1 - γ₁ * γ₂) := by
  have s₂₁ : γ₂ * γ₁ = -(γ₁ * γ₂) := eq_neg_of_add_eq_zero_right h₁₂
  have hc : star invSqrtTwo = invSqrtTwo := by
    unfold invSqrtTwo
    rw [Complex.star_def, Complex.conj_ofReal]
  rw [braid, star_smul, hc, star_add, star_one, star_mul, h₁, h₂, s₂₁, sub_eq_add_neg]

/-- The braid operator of two anticommuting Majorana operators obeys `B* B = 1` and
`B B* = 1`. -/
theorem braid_unitary {γ₁ γ₂ : A} (h₁ : IsMajorana γ₁) (h₂ : IsMajorana γ₂)
    (h₁₂ : anticomm γ₁ γ₂ = 0) :
    star (braid γ₁ γ₂) * braid γ₁ γ₂ = 1 ∧ braid γ₁ γ₂ * star (braid γ₁ γ₂) = 1 := by
  have hu := bilinear_sq h₁.sq_one h₂.sq_one h₁₂
  -- (1 - u)(1 + u) = (1 + u)(1 - u) = 1 - u² = 2
  have k₁ : (1 - γ₁ * γ₂) * (1 + γ₁ * γ₂) = (2 : ℂ) • (1 : A) := by
    simp only [sub_mul, mul_add, one_mul, mul_one, hu, two_smul]
    abel
  have k₂ : (1 + γ₁ * γ₂) * (1 - γ₁ * γ₂) = (2 : ℂ) • (1 : A) := by
    simp only [add_mul, mul_sub, one_mul, mul_one, hu, two_smul]
    abel
  rw [star_braid h₁.selfAdj h₂.selfAdj h₁₂]
  constructor
  · simp only [braid, smul_mul_assoc, mul_smul_comm, smul_smul, invSqrtTwo_mul_self]
    rw [k₁, smul_smul]
    norm_num
  · simp only [braid, smul_mul_assoc, mul_smul_comm, smul_smul, invSqrtTwo_mul_self]
    rw [k₂, smul_smul]
    norm_num

/-- Conjugation by the braid operator sends `γ₁` to `-γ₂` and `γ₂` to `γ₁`. -/
theorem braid_conj {γ₁ γ₂ : A} (h₁ : IsMajorana γ₁) (h₂ : IsMajorana γ₂)
    (h₁₂ : anticomm γ₁ γ₂ = 0) :
    braid γ₁ γ₂ * γ₁ * star (braid γ₁ γ₂) = -γ₂ ∧
      braid γ₁ γ₂ * γ₂ * star (braid γ₁ γ₂) = γ₁ := by
  -- rewriting rules that bring every word into normal order
  have s₂₁ : γ₂ * γ₁ = -(γ₁ * γ₂) := eq_neg_of_add_eq_zero_right h₁₂
  have r₁ : ∀ x, γ₁ * (γ₁ * x) = x := fun x => by rw [← mul_assoc, h₁.sq_one, one_mul]

  have r₂₁ : ∀ x, γ₂ * (γ₁ * x) = -(γ₁ * (γ₂ * x)) := fun x => by
    rw [← mul_assoc γ₂ γ₁ x, s₂₁, neg_mul, mul_assoc]
  have k₁ : (1 + γ₁ * γ₂) * γ₁ * (1 - γ₁ * γ₂) = (2 : ℂ) • (-γ₂) := by
    simp only [add_mul, mul_sub, one_mul, mul_one, mul_assoc, mul_neg,
      neg_mul, neg_neg, r₁, r₂₁, h₂.sq_one, s₂₁, two_smul]
    abel
  have k₂ : (1 + γ₁ * γ₂) * γ₂ * (1 - γ₁ * γ₂) = (2 : ℂ) • γ₁ := by
    simp only [add_mul, mul_sub, one_mul, mul_one, mul_assoc, r₁, r₂₁, h₂.sq_one, two_smul]
    abel
  rw [star_braid h₁.selfAdj h₂.selfAdj h₁₂]
  constructor
  · simp only [braid, smul_mul_assoc, mul_smul_comm, smul_smul, invSqrtTwo_mul_self]
    rw [k₁, smul_smul]
    norm_num
  · simp only [braid, smul_mul_assoc, mul_smul_comm, smul_smul, invSqrtTwo_mul_self]
    rw [k₂, smul_smul]
    norm_num

/-- Algebraic identities of the braid operator: for anticommuting Majorana operators `B = (1 + γ₁ γ₂)/√2` is unitary,
`B γ₁ B* = -γ₂`, `B γ₂ B* = γ₁`, `B² = γ₁ γ₂` and `B⁴ = -1`. -/
theorem majorana_braiding {γ₁ γ₂ : A} (h₁ : IsMajorana γ₁) (h₂ : IsMajorana γ₂)
    (h₁₂ : anticomm γ₁ γ₂ = 0) :
    braid γ₁ γ₂ ∈ unitary A ∧
      braid γ₁ γ₂ * γ₁ * star (braid γ₁ γ₂) = -γ₂ ∧
      braid γ₁ γ₂ * γ₂ * star (braid γ₁ γ₂) = γ₁ ∧
      braid γ₁ γ₂ ^ 2 = γ₁ * γ₂ ∧
      braid γ₁ γ₂ ^ 4 = -1 := by
  have hsq := braid_sq h₁.sq_one h₂.sq_one h₁₂
  refine ⟨braid_unitary h₁ h₂ h₁₂, (braid_conj h₁ h₂ h₁₂).1, (braid_conj h₁ h₂ h₁₂).2,
    hsq, ?_⟩
  -- B⁴ = B² B² = (γ₁ γ₂)²
  rw [show (4 : ℕ) = 2 + 2 from rfl, pow_add, hsq]
  exact bilinear_sq h₁.sq_one h₂.sq_one h₁₂

/-- An operator `γ₃` that anticommutes with both `γ₁` and `γ₂` is left unchanged by
conjugation with their braid operator. -/
theorem braid_conj_spectator {γ₁ γ₂ γ₃ : A} (h₁ : IsMajorana γ₁) (h₂ : IsMajorana γ₂)
    (h₁₂ : anticomm γ₁ γ₂ = 0) (h₁₃ : anticomm γ₁ γ₃ = 0) (h₂₃ : anticomm γ₂ γ₃ = 0) :
    braid γ₁ γ₂ * γ₃ * star (braid γ₁ γ₂) = γ₃ := by
  have s₃₁ : γ₃ * γ₁ = -(γ₁ * γ₃) := eq_neg_of_add_eq_zero_right h₁₃
  have s₃₂ : γ₃ * γ₂ = -(γ₂ * γ₃) := eq_neg_of_add_eq_zero_right h₂₃
  -- two sign changes: γ₃ commutes with γ₁ γ₂, hence with B
  have hu : γ₁ * γ₂ * γ₃ = γ₃ * (γ₁ * γ₂) := by
    rw [← mul_assoc γ₃ γ₁ γ₂, s₃₁, neg_mul, mul_assoc γ₁ γ₃ γ₂, s₃₂, mul_neg, neg_neg,
      mul_assoc]
  have hB : braid γ₁ γ₂ * γ₃ = γ₃ * braid γ₁ γ₂ := by
    rw [braid, smul_mul_assoc, mul_smul_comm, add_mul, mul_add, one_mul, mul_one, hu]
  rw [hB, mul_assoc, (braid_unitary h₁ h₂ h₁₂).2, mul_one]

end Star

/-- The braid relation `B₁₂ B₂₃ B₁₂ = B₂₃ B₁₂ B₂₃` for three mutually anticommuting
involutions. -/
theorem braid_relation {γ₁ γ₂ γ₃ : A} (h₁ : γ₁ * γ₁ = 1) (h₂ : γ₂ * γ₂ = 1)
    (h₃ : γ₃ * γ₃ = 1) (h₁₂ : anticomm γ₁ γ₂ = 0) (h₁₃ : anticomm γ₁ γ₃ = 0)
    (h₂₃ : anticomm γ₂ γ₃ = 0) :
    braid γ₁ γ₂ * braid γ₂ γ₃ * braid γ₁ γ₂ = braid γ₂ γ₃ * braid γ₁ γ₂ * braid γ₂ γ₃ := by
  have s₂₁ : γ₂ * γ₁ = -(γ₁ * γ₂) := eq_neg_of_add_eq_zero_right h₁₂
  have s₃₁ : γ₃ * γ₁ = -(γ₁ * γ₃) := eq_neg_of_add_eq_zero_right h₁₃
  have s₃₂ : γ₃ * γ₂ = -(γ₂ * γ₃) := eq_neg_of_add_eq_zero_right h₂₃
  have hu := bilinear_sq h₁ h₂ h₁₂
  have hv := bilinear_sq h₂ h₃ h₂₃
  -- the bilinears γ₁ γ₂ and γ₂ γ₃ anticommute
  have hvu : γ₂ * γ₃ * (γ₁ * γ₂) = -(γ₁ * γ₂ * (γ₂ * γ₃)) := by
    calc γ₂ * γ₃ * (γ₁ * γ₂) = γ₂ * (γ₃ * γ₁) * γ₂ := by simp only [mul_assoc]
      _ = -(γ₂ * γ₁ * (γ₃ * γ₂)) := by
          rw [s₃₁]
          simp only [mul_neg, neg_mul, mul_assoc]
      _ = -(γ₁ * γ₂ * (γ₂ * γ₃)) := by rw [s₂₁, s₃₂, neg_mul_neg]
  have huv : γ₁ * γ₂ * (γ₂ * γ₃) = -(γ₂ * γ₃ * (γ₁ * γ₂)) := by rw [hvu, neg_neg]
  -- if u² = -1 and v u = -u v, then (1 + u)(1 + v)(1 + u) = 2u + 2v
  have gen : ∀ u v : A, u * u = -1 → v * u = -(u * v) →
      (1 + u) * (1 + v) * (1 + u) = u + u + v + v := by
    intro u v huu hanti
    have huvu : u * v * u = v := by
      rw [mul_assoc, hanti, mul_neg, ← mul_assoc, huu, neg_mul, one_mul, neg_neg]
    calc (1 + u) * (1 + v) * (1 + u)
        = 1 + u + u + v + u * u + (u * v + v * u) + u * v * u := by noncomm_ring
      _ = u + u + v + v := by
          rw [huvu, huu, hanti]
          abel
  -- both sides equal 2 γ₁ γ₂ + 2 γ₂ γ₃
  have key : (1 + γ₁ * γ₂) * (1 + γ₂ * γ₃) * (1 + γ₁ * γ₂) =
      (1 + γ₂ * γ₃) * (1 + γ₁ * γ₂) * (1 + γ₂ * γ₃) := by
    rw [gen _ _ hu hvu, gen _ _ hv huv]
    abel
  simp only [braid, smul_mul_assoc, mul_smul_comm]
  rw [key]

/-- For three mutually anticommuting operators with `γ₂² = 1` the commutator of the braid
operators is `B₁₂ B₂₃ - B₂₃ B₁₂ = γ₁ γ₃`. -/
theorem braid_commutator {γ₁ γ₂ γ₃ : A} (h₂ : γ₂ * γ₂ = 1) (h₁₂ : anticomm γ₁ γ₂ = 0)
    (h₁₃ : anticomm γ₁ γ₃ = 0) (h₂₃ : anticomm γ₂ γ₃ = 0) :
    braid γ₁ γ₂ * braid γ₂ γ₃ - braid γ₂ γ₃ * braid γ₁ γ₂ = γ₁ * γ₃ := by
  have s₂₁ : γ₂ * γ₁ = -(γ₁ * γ₂) := eq_neg_of_add_eq_zero_right h₁₂
  have s₃₁ : γ₃ * γ₁ = -(γ₁ * γ₃) := eq_neg_of_add_eq_zero_right h₁₃
  have s₃₂ : γ₃ * γ₂ = -(γ₂ * γ₃) := eq_neg_of_add_eq_zero_right h₂₃
  have huv : γ₁ * γ₂ * (γ₂ * γ₃) = γ₁ * γ₃ := by
    rw [mul_assoc, ← mul_assoc γ₂ γ₂ γ₃, h₂, one_mul]
  have hvu : γ₂ * γ₃ * (γ₁ * γ₂) = -(γ₁ * γ₂ * (γ₂ * γ₃)) := by
    calc γ₂ * γ₃ * (γ₁ * γ₂) = γ₂ * (γ₃ * γ₁) * γ₂ := by simp only [mul_assoc]
      _ = -(γ₂ * γ₁ * (γ₃ * γ₂)) := by
          rw [s₃₁]
          simp only [mul_neg, neg_mul, mul_assoc]
      _ = -(γ₁ * γ₂ * (γ₂ * γ₃)) := by rw [s₂₁, s₃₂, neg_mul_neg]
  -- only the quartic terms survive: γ₁γ₂γ₂γ₃ - γ₂γ₃γ₁γ₂ = 2 γ₁ γ₃
  have key : (1 + γ₁ * γ₂) * (1 + γ₂ * γ₃) - (1 + γ₂ * γ₃) * (1 + γ₁ * γ₂) =
      (2 : ℂ) • (γ₁ * γ₃) := by
    calc (1 + γ₁ * γ₂) * (1 + γ₂ * γ₃) - (1 + γ₂ * γ₃) * (1 + γ₁ * γ₂)
        = γ₁ * γ₂ * (γ₂ * γ₃) - γ₂ * γ₃ * (γ₁ * γ₂) := by noncomm_ring
      _ = (2 : ℂ) • (γ₁ * γ₃) := by rw [hvu, huv, two_smul, sub_neg_eq_add]
  simp only [braid, smul_mul_assoc, mul_smul_comm, smul_smul, invSqrtTwo_mul_self]
  rw [← smul_sub, key, smul_smul]
  norm_num

/-- In a nontrivial algebra the braid operators `B₁₂` and `B₂₃` of three mutually
anticommuting involutions do not commute. -/
theorem braid_not_commute [Nontrivial A] {γ₁ γ₂ γ₃ : A} (h₁ : γ₁ * γ₁ = 1)
    (h₂ : γ₂ * γ₂ = 1) (h₃ : γ₃ * γ₃ = 1) (h₁₂ : anticomm γ₁ γ₂ = 0)
    (h₁₃ : anticomm γ₁ γ₃ = 0) (h₂₃ : anticomm γ₂ γ₃ = 0) :
    braid γ₁ γ₂ * braid γ₂ γ₃ ≠ braid γ₂ γ₃ * braid γ₁ γ₂ := by
  intro heq
  have hc := braid_commutator h₂ h₁₂ h₁₃ h₂₃
  rw [heq, sub_self] at hc
  -- γ₁ γ₃ squares to -1, so it cannot vanish
  have hsq := bilinear_sq h₁ h₃ h₁₃
  rw [← hc, mul_zero] at hsq
  exact one_ne_zero (neg_eq_zero.1 hsq.symm)

/-- The Pauli matrix `X`. -/
def pauliX : Matrix (Fin 2) (Fin 2) ℂ := !![0, 1; 1, 0]

/-- The Pauli matrix `Y`. -/
def pauliY : Matrix (Fin 2) (Fin 2) ℂ := !![0, -I; I, 0]

/-- The Pauli matrix `Z`. -/
def pauliZ : Matrix (Fin 2) (Fin 2) ℂ := !![1, 0; 0, -1]

/-- The Pauli matrices are three mutually anticommuting Majorana operators, and the braid
operator of `X` and `Y` is `diag(1 + i, 1 - i)/√2`. -/
theorem pauli_witness :
    IsMajorana pauliX ∧ IsMajorana pauliY ∧ IsMajorana pauliZ ∧
      anticomm pauliX pauliY = 0 ∧ anticomm pauliX pauliZ = 0 ∧
      anticomm pauliY pauliZ = 0 ∧
      braid pauliX pauliY = invSqrtTwo • !![1 + I, 0; 0, 1 - I] := by
  have hXY : 1 + pauliX * pauliY = !![1 + I, 0; 0, 1 - I] := by
    ext i j
    simp only [Matrix.add_apply, Matrix.mul_apply, Matrix.one_apply, Fin.sum_univ_two]
    fin_cases i <;> fin_cases j <;> simp [pauliX, pauliY, sub_eq_add_neg]
  refine ⟨⟨?_, ?_⟩, ⟨?_, ?_⟩, ⟨?_, ?_⟩, ?_, ?_, ?_, by rw [braid, hXY]⟩
  all_goals
    ext i j
    simp only [anticomm, Matrix.add_apply, Matrix.mul_apply, Matrix.star_apply,
      Matrix.one_apply, Fin.sum_univ_two]
    fin_cases i <;> fin_cases j <;> simp [pauliX, pauliY, pauliZ]

end

end MajoranaBraiding
```

```lean
#print axioms MajoranaBraiding.majorana_braiding
#print axioms MajoranaBraiding.braid_conj_spectator
#print axioms MajoranaBraiding.braid_relation
#print axioms MajoranaBraiding.braid_not_commute
```

```
'MajoranaBraiding.majorana_braiding' depends on axioms: [propext, Classical.choice, Quot.sound]
'MajoranaBraiding.braid_conj_spectator' depends on axioms: [propext, Classical.choice, Quot.sound]
'MajoranaBraiding.braid_relation' depends on axioms: [propext, Classical.choice, Quot.sound]
'MajoranaBraiding.braid_not_commute' depends on axioms: [propext, Classical.choice, Quot.sound]
```

## Notes on the proof

`invSqrtTwo_mul_self` is $(1/\sqrt2)^2=\tfrac12$, and `bilinear_sq` is $u^2=-1$, its `calc` block following the regrouping done by hand. Where a proof reorders operators itself, the anticommutator hypothesis is first turned into a swap rule such as `s₂₁ : γ₂ * γ₁ = -(γ₁ * γ₂)`.

`braid_sq`, `braid_unitary`, `braid_conj` and `braid_commutator` share one pattern. An identity without the factors $1/\sqrt2$ is proved first (`key`, `k₁`, `k₂`) by distributing the products, substituting the relations and collecting terms, with `abel` in the first three theorems and with `noncomm_ring` followed by rewriting in `braid_commutator`. Then `smul_mul_assoc`, `mul_smul_comm` and `smul_smul` pull both factors $1/\sqrt2$ to the front, where they become $\tfrac12$ and cancel the $2$. In `braid_sq` the identity is $(1+u)^2=2u$, and in `braid_unitary` it is $(1\mp u)(1\pm u)=2$, after `star_braid` has replaced $B^*$ by $(1-u)/\sqrt2$.

`braid_conj` does not list the four products with $u$ separately. It brackets every word to the right and normal orders it: `r₂₁` and `s₂₁` move $\gamma_1$ to the left of $\gamma_2$ at the cost of a sign, while `r₁` and `h₂.sq_one` delete squares. `majorana_braiding` collects these results and obtains the fourth power from $B^4=B^2B^2$ and `bilinear_sq`.

In `braid_conj_spectator`, `hu` is the double sign change and `hB` the commutation with $B$; the second half of `braid_unitary` finishes it. In `braid_relation`, `hvu` is $vu=-uv$, and `gen` proves $(1+u)(1+v)(1+u)=2u+2v$ for any $u,v$ with $u^2=-1$ and $vu=-uv$, with `noncomm_ring` doing the expansion. It is applied twice, with the roles interchanged, and the scalar prefactors agree on both sides without being evaluated. `braid_commutator` combines `hvu` with `huv`, which there states $uv=\gamma_1\gamma_3$. `braid_not_commute` assumes commutation, reads off $\gamma_1\gamma_3=0$, and substitutes this into $(\gamma_1\gamma_3)^2=-1$ to contradict $1\ne0$. `pauli_witness` checks each matrix identity entry by entry, with `star` acting as the conjugate transpose.
